# Nonzero field coupling breaks density factorisation after averaging in a one-slice dimer

Take a half-filled dimer with one imaginary-time slice and, on each site, an auxiliary Ising field that couples with opposite signs to the two spins. Average over the fields with the product of the two fermion determinants as weight. If the coupling is nonzero, the mean of the product of the up and down densities on the first site is strictly smaller than the product of their means. In determinant Monte Carlo with such fields the two spins are independent in each fixed field, so double occupancy is estimated by multiplying the densities there before averaging; this two-site, one-slice model shows the error of the opposite order in closed form.

## The dimer and its field average

Let $k$ and $\lambda$ be real; Lean writes $\lambda$ as `l`. In a Hubbard dimer, $k$ is the hopping amplitude times the time step $\Delta\tau$. With the usual discrete decoupling of a repulsion $U$, $\cosh\lambda=e^{\Delta\tau U/2}$, so $\lambda\ne0$ stands for a nonzero interaction. The file keeps $\lambda$ free.

```lean
import Mathlib

open Matrix

namespace DimerWickAveraging

noncomputable section
```

A field is a pair of Booleans $s$, read as signs $s_1,s_2=\pm1$.

```lean
/-- The value `+1` or `-1` of an Ising auxiliary field. -/
def spin : Bool → ℝ
  | true => 1
  | false => -1
```

Write $a=e^{\lambda s_1}$ and $b=e^{\lambda s_2}$ for the factors given by `boost`.

```lean
/-- The factor `exp (l s)` by which the field `s` multiplies an up-spin orbital. -/
def boost (l : ℝ) (b : Bool) : ℝ := Real.exp (l * spin b)
```

With $c=\cosh k$ and $S=\sinh k$, the hopping propagator is $T=\begin{pmatrix}c&S\\S&c\end{pmatrix}$.

```lean
/-- The hopping propagator `T` of the dimer. -/
def hop (k : ℝ) : Matrix (Fin 2) (Fin 2) ℝ :=
  !![Real.cosh k, Real.sinh k; Real.sinh k, Real.cosh k]
```

The up-spin field propagator is $D=\mathrm{diag}(a,b)$.

```lean
/-- The diagonal field propagator `D` for the up spin. -/
def fieldD (l : ℝ) (s : Bool × Bool) : Matrix (Fin 2) (Fin 2) ℝ :=
  !![boost l s.1, 0; 0, boost l s.2]
```

Matrix indices start at 0, so the first site has density $1-[(1+M)^{-1}]_{00}$ for a propagator $M$.

```lean
/-- The density on the first site, `1 - (1 + M)⁻¹ 0 0`, for a propagator `M` with `1 + M`
invertible. -/
def density (M : Matrix (Fin 2) (Fin 2) ℝ) : ℝ := 1 - (1 + M)⁻¹ 0 0
```

The up density $n_\uparrow$ uses $M=TD$.

```lean
/-- The up-spin density on the first site in a fixed field. -/
def nUp (k l : ℝ) (s : Bool × Bool) : ℝ := density (hop k * fieldD l s)
```

The down density $n_\downarrow$ uses $M=TD^{-1}$, with the matrix inverse.

```lean
/-- The down-spin density on the first site in a fixed field. -/
def nDn (k l : ℝ) (s : Bool × Bool) : ℝ := density (hop k * (fieldD l s)⁻¹)
```

The weight is $w=\det(1+TD)\det(1+TD^{-1})$.

```lean
/-- The Monte Carlo weight of a field: the product of the two fermion determinants. -/
def weight (k l : ℝ) (s : Bool × Bool) : ℝ :=
  (1 + hop k * fieldD l s).det * (1 + hop k * (fieldD l s)⁻¹).det
```

For a function $f$ of the field, $\langle f\rangle=\sum_s w f/\sum_s w$, summed over all four fields.

```lean
/-- The weighted mean of an estimator over the four auxiliary fields. -/
def mean (k l : ℝ) (f : Bool × Bool → ℝ) : ℝ :=
  (∑ s, weight k l s * f s) / ∑ s, weight k l s
```

Finally, set $\Delta=1+c(a+b)+ab$.

```lean
/-- The polynomial `1 + cosh k (a + b) + a b` in the two field factors `a` and `b`. -/
def detUp (k l : ℝ) (s : Bool × Bool) : ℝ :=
  1 + Real.cosh k * (boost l s.1 + boost l s.2) + boost l s.1 * boost l s.2
```

At fixed field the spins are independent, so Wick's theorem gives $n_\uparrow n_\downarrow$ as the double occupancy. The file takes this product as the estimator and does not derive it from Fock-space operators; its subject is this one density product, not Wick's theorem for general correlators.

## Determinants and densities in a fixed field

### (a) Sign of the field factors

Show that $e^{\lambda s_i}>0$. The real exponential is positive.

```lean
lemma boost_pos (l : ℝ) (b : Bool) : 0 < boost l b := Real.exp_pos _
```

### (b) Reversed coupling

Show that $e^{-\lambda s_i}=(e^{\lambda s_i})^{-1}$. This is the exponential rule for a negated argument.

```lean
lemma boost_neg (l : ℝ) (b : Bool) : boost (-l) b = (boost l b)⁻¹ := by
  rw [boost, boost, neg_mul, Real.exp_neg]
```

### (c) Sign of the polynomial

Show that $\Delta>0$. Since $a,b,c>0$, every term is positive; `positivity` assembles these facts.

```lean
lemma detUp_pos (k l : ℝ) (s : Bool × Bool) : 0 < detUp k l s := by
  have ha := boost_pos l s.1
  have hb := boost_pos l s.2
  have hc := Real.cosh_pos k
  unfold detUp
  positivity
```

### (d) The polynomial at reversed coupling

Show that $\Delta(-\lambda)=\Delta(\lambda)/(ab)$. By (b),
$$1+c\left(\frac1a+\frac1b\right)+\frac1{ab}=\frac{ab+c(a+b)+1}{ab}.$$
The tactic `field_simp` clears the denominators.

```lean
lemma detUp_neg (k l : ℝ) (s : Bool × Bool) :
    detUp k (-l) s = detUp k l s / (boost l s.1 * boost l s.2) := by
  have ha := (boost_pos l s.1).ne'
  have hb := (boost_pos l s.2).ne'
  simp only [detUp, boost_neg]
  field_simp
  ring
```

### (e) Inverse field propagator

Show that $D(\lambda)^{-1}=D(-\lambda)$. The product $\mathrm{diag}(a,b)\,\mathrm{diag}(a^{-1},b^{-1})$ is the identity, which Lean checks entry by entry.

```lean
lemma fieldD_inv (l : ℝ) (s : Bool × Bool) : (fieldD l s)⁻¹ = fieldD (-l) s := by
  apply Matrix.inv_eq_right_inv
  have ha := (boost_pos l s.1).ne'
  have hb := (boost_pos l s.2).ne'
  ext i j
  fin_cases i <;> fin_cases j <;>
    simp [fieldD, boost_neg, Matrix.mul_apply, Fin.sum_univ_two, ha, hb]
```

### (f) The matrix in the determinant

Show that
$$1+TD=\begin{pmatrix}1+ca&Sb\\Sa&1+cb\end{pmatrix}.$$
Right multiplication by $D$ scales the columns of $T$ by $a$ and $b$; then add the identity.

```lean
lemma one_add_eq (k l : ℝ) (s : Bool × Bool) :
    1 + hop k * fieldD l s =
      !![1 + Real.cosh k * boost l s.1, Real.sinh k * boost l s.2;
         Real.sinh k * boost l s.1, 1 + Real.cosh k * boost l s.2] := by
  ext i j
  fin_cases i <;> fin_cases j <;>
    simp [hop, fieldD]
```

### (g) The up-spin determinant

Show that $\det(1+TD)=\Delta$. From (f),
$$(1+ca)(1+cb)-S^2ab=1+c(a+b)+(c^2-S^2)ab,$$
and $c^2-S^2=1$. That identity enters through `Real.cosh_sq`.

```lean
/-- The up-spin fermion determinant is `1 + cosh k (a + b) + a b`, with `a` and `b` the field
factors of the two sites. -/
theorem det_one_add (k l : ℝ) (s : Bool × Bool) :
    (1 + hop k * fieldD l s).det = detUp k l s := by
  rw [one_add_eq, Matrix.det_fin_two_of, detUp]
  linear_combination boost l s.1 * boost l s.2 * Real.cosh_sq k
```

### (h) One entry of an inverse

For a $2\times2$ matrix $A$, show that $[A^{-1}]_{00}=A_{11}/\det A$. Read the entry from the adjugate divided by the determinant. The lemma is applied below only where the determinant is positive.

```lean
lemma inv_zero_zero (A : Matrix (Fin 2) (Fin 2) ℝ) : A⁻¹ 0 0 = A 1 1 / A.det := by
  rw [Matrix.inv_def, Matrix.adjugate_fin_two, Ring.inverse_eq_inv']
  simp [div_eq_inv_mul]
```

### (i) The up density

Show that $n_\uparrow=a(c+b)/\Delta$. Parts (f)–(h) give
$$n_\uparrow=1-\frac{1+cb}{\Delta}=\frac{ca+ab}{\Delta}.$$
Lean multiplies through by the nonzero $\Delta$ and finishes with `ring`.

```lean
lemma nUp_eq (k l : ℝ) (s : Bool × Bool) :
    nUp k l s = boost l s.1 * (Real.cosh k + boost l s.2) / detUp k l s := by
  have hd := (detUp_pos k l s).ne'
  have h11 : (1 + hop k * fieldD l s) 1 1 = 1 + Real.cosh k * boost l s.2 := by
    rw [one_add_eq]; simp
  rw [nUp, density, inv_zero_zero, det_one_add, h11, eq_div_iff hd, sub_mul,
    div_mul_cancel₀ _ hd, detUp]
  ring
```

### (j) The down density by reversed coupling

Show that $n_\downarrow(\lambda)=n_\uparrow(-\lambda)$. Replace $D^{-1}$ using (e).

```lean
lemma nDn_eq (k l : ℝ) (s : Bool × Bool) : nDn k l s = nUp k (-l) s := by
  rw [nDn, nUp, fieldD_inv]
```

### (k) Half filling in every field

Show that $n_\uparrow+n_\downarrow=1$. By (j), (i) and (d),
$$n_\downarrow=\frac{a^{-1}(c+b^{-1})}{\Delta/(ab)}=\frac{1+cb}{\Delta}.$$
Adding $(ca+ab)/\Delta$ gives $\Delta/\Delta=1$. The intermediate formula is `h` in the proof.

```lean
/-- In every auxiliary field the up and down densities on the first site add up to one. -/
theorem nUp_add_nDn (k l : ℝ) (s : Bool × Bool) : nUp k l s + nDn k l s = 1 := by
  have ha := (boost_pos l s.1).ne'
  have hb := (boost_pos l s.2).ne'
  have hd := (detUp_pos k l s).ne'
  have h : nDn k l s = (1 + Real.cosh k * boost l s.2) / detUp k l s := by
    rw [nDn_eq, nUp_eq, detUp_neg, boost_neg, boost_neg]
    field_simp
    ring
  rw [h, nUp_eq, ← add_div, div_eq_iff hd, detUp]
  ring
```

## Weights and field reversal

### (l) The weight in terms of one determinant

Show that $w=\Delta^2/(ab)$. The determinants are $\Delta$ and, by (e), (g) and (d), $\Delta/(ab)$.

```lean
lemma weight_eq (k l : ℝ) (s : Bool × Bool) :
    weight k l s = detUp k l s ^ 2 / (boost l s.1 * boost l s.2) := by
  rw [weight, fieldD_inv, det_one_add, det_one_add, detUp_neg]
  ring
```

### (m) A positive normalisation

Show that $\sum_s w>0$. Each of the four terms is positive by (l), so the average has a genuine denominator and there is no sign problem.

```lean
lemma total_pos (k l : ℝ) : 0 < ∑ s, weight k l s := by
  refine Finset.sum_pos (fun s _ => ?_) Finset.univ_nonempty
  rw [weight_eq]
  exact div_pos (pow_pos (detUp_pos k l s) 2) (mul_pos (boost_pos _ _) (boost_pos _ _))
```

Write $-s$ for the field with both signs reversed.

```lean
/-- Reversal of both auxiliary fields. -/
def flipField (s : Bool × Bool) : Bool × Bool := (!s.1, !s.2)
```

### (n) Reversal acts as a change of coupling

Show that $D(\lambda,-s)=D(-\lambda,s)$. Both sides have diagonal entries $e^{-\lambda s_1}$ and $e^{-\lambda s_2}$. Lean checks the four fields.

```lean
lemma fieldD_flip (l : ℝ) (s : Bool × Bool) : fieldD l (flipField s) = fieldD (-l) s := by
  rcases s with ⟨a, b⟩
  cases a <;> cases b <;> simp [fieldD, flipField, boost, spin]
```

### (o) Reversal exchanges the spins

Show that $w(-s)=w(s)$ and $n_\downarrow(-s)=n_\uparrow(s)$. By (n) and (e), reversal swaps $D$ with $D^{-1}$. The two determinants change places and the down propagator becomes the up propagator.

```lean
/-- Reversing both fields keeps the weight and turns the down density into the up density. -/
theorem flip_symmetry (k l : ℝ) (s : Bool × Bool) :
    weight k l (flipField s) = weight k l s ∧ nDn k l (flipField s) = nUp k l s := by
  constructor
  · rw [weight, weight, fieldD_flip, fieldD_inv, fieldD_inv, neg_neg, mul_comm]
  · rw [nDn, nUp, fieldD_flip, fieldD_inv, neg_neg]
```

### (p) Mean densities

Show that $\langle n_\uparrow\rangle=\langle n_\downarrow\rangle=\tfrac12$. Relabelling $s\to-s$ in the sum and using (o) makes the means equal; averaging (k) makes their sum 1. These are `heq` and `hsum`, and `Fintype.sum_equiv` does the relabelling.

```lean
/-- The weighted means of the up and down densities on the first site are both one half. -/
theorem mean_density (k l : ℝ) : mean k l (nUp k l) = 1 / 2 ∧ mean k l (nDn k l) = 1 / 2 := by
  have hinv : Function.Involutive flipField := fun s => by simp [flipField]
  -- field reversal exchanges the two spin species
  have heq : mean k l (nUp k l) = mean k l (nDn k l) := by
    unfold mean
    congr 1
    refine Fintype.sum_equiv hinv.toPerm _ _ (fun s => ?_)
    change _ = weight k l (flipField s) * nDn k l (flipField s)
    rw [(flip_symmetry k l s).1, (flip_symmetry k l s).2]
  have hsum : mean k l (nUp k l) + mean k l (nDn k l) = 1 := by
    unfold mean
    rw [← add_div, ← Finset.sum_add_distrib]
    simp only [← mul_add, nUp_add_nDn, mul_one]
    exact div_self (total_pos k l).ne'
  constructor <;> linarith
```

## The averaged product

### (q) Double occupancy and the field moment

Show that
$$\langle n_\uparrow n_\downarrow\rangle=\frac14-\frac14\langle(n_\uparrow-n_\downarrow)^2\rangle.$$
In each field,
$$4n_\uparrow n_\downarrow=(n_\uparrow+n_\downarrow)^2-(n_\uparrow-n_\downarrow)^2=1-(n_\uparrow-n_\downarrow)^2.$$
Multiply by $w/4$, sum and normalise. The `linear_combination` supplies the fieldwise identity from (k). The moment here is the density difference at fixed field; its square is not the expectation of the squared spin operator.

```lean
/-- The weighted mean of the product of the up and down densities on the first site is one quarter
minus a quarter of the weighted mean of their squared difference. -/
theorem mean_double_occupancy (k l : ℝ) :
    mean k l (fun s => nUp k l s * nDn k l s) =
      1 / 4 - mean k l (fun s => (nUp k l s - nDn k l s) ^ 2) / 4 := by
  have hZ := (total_pos k l).ne'
  have h : ∑ s, weight k l s * (nUp k l s * nDn k l s) =
      (∑ s, weight k l s) / 4 -
        (∑ s, weight k l s * (nUp k l s - nDn k l s) ^ 2) / 4 := by
    rw [Finset.sum_div, Finset.sum_div, ← Finset.sum_sub_distrib]
    refine Finset.sum_congr rfl (fun s _ => ?_)
    linear_combination
      (weight k l s / 4) * (nUp k l s + nDn k l s + 1) * nUp_add_nDn k l s
  unfold mean
  rw [h, sub_div, div_right_comm, div_self hZ, div_right_comm]
```

### (r) Weighted squared moment

Show that
$$w(n_\uparrow-n_\downarrow)^2=\frac{(ab-1+c(a-b))^2}{ab}.$$
From (i) and (k), $\Delta(n_\uparrow-n_\downarrow)=ca+ab-1-cb$, which is `hm`. Square it and divide by $ab$, using (l).

```lean
lemma weight_mul_moment_sq (k l : ℝ) (s : Bool × Bool) :
    weight k l s * (nUp k l s - nDn k l s) ^ 2 =
      (boost l s.1 * boost l s.2 - 1 + Real.cosh k * (boost l s.1 - boost l s.2)) ^ 2 /
        (boost l s.1 * boost l s.2) := by
  have hd := (detUp_pos k l s).ne'
  have hu : nUp k l s * detUp k l s = boost l s.1 * (Real.cosh k + boost l s.2) := by
    rw [nUp_eq, div_mul_cancel₀ _ hd]
  have hm : detUp k l s * (nUp k l s - nDn k l s) =
      boost l s.1 * boost l s.2 - 1 + Real.cosh k * (boost l s.1 - boost l s.2) := by
    have hD : detUp k l s = 1 + Real.cosh k * (boost l s.1 + boost l s.2) +
      boost l s.1 * boost l s.2 := rfl
    linear_combination 2 * hu - detUp k l s * nUp_add_nDn k l s - hD
  rw [weight_eq, ← hm]
  ring
```

### (s) Closed form of the mean squared moment

Show that
$$\langle(n_\uparrow-n_\downarrow)^2\rangle=\frac{\sinh^2\lambda\,(1+c^2)}{(\cosh\lambda+c)^2+(1+c\cosh\lambda)^2}.$$
For each of the two fields with equal signs, (r) gives $4\sinh^2\lambda$ and (l) gives $w=4(\cosh\lambda+c)^2$. For each of the two with opposite signs, $ab=1$, and the values are $4c^2\sinh^2\lambda$ and $4(1+c\cosh\lambda)^2$. Summing gives a common factor 8 above and below, which cancels. The sums are `hN` and `hZ`.

```lean
/-- The weighted mean of the squared difference between the fixed-field up and down densities on the
first site, in closed form in the hopping and field strengths. -/
theorem mean_moment_sq (k l : ℝ) :
    mean k l (fun s => (nUp k l s - nDn k l s) ^ 2) =
      Real.sinh l ^ 2 * (1 + Real.cosh k ^ 2) /
        ((Real.cosh l + Real.cosh k) ^ 2 + (1 + Real.cosh k * Real.cosh l) ^ 2) := by
  have hx := Real.exp_ne_zero l
  -- sum the four field configurations explicitly
  have hN : ∑ s, weight k l s * (nUp k l s - nDn k l s) ^ 2 =
      8 * (Real.sinh l ^ 2 * (1 + Real.cosh k ^ 2)) := by
    simp only [weight_mul_moment_sq, Fintype.sum_prod_type, Fintype.sum_bool, boost, spin,
      mul_one, mul_neg, Real.exp_neg, Real.sinh_eq l]
    field_simp
    ring
  have hZ : ∑ s, weight k l s =
      8 * ((Real.cosh l + Real.cosh k) ^ 2 + (1 + Real.cosh k * Real.cosh l) ^ 2) := by
    simp only [weight_eq, detUp, Fintype.sum_prod_type, Fintype.sum_bool, boost, spin,
      mul_one, mul_neg, Real.exp_neg, Real.cosh_eq l]
    field_simp
    ring
  rw [mean, hN, hZ, mul_div_mul_left _ _ (by norm_num : (8 : ℝ) ≠ 0)]
```

### (t) Strict inequality

For $\lambda\ne0$, show that
$$\langle n_\uparrow n_\downarrow\rangle<\langle n_\uparrow\rangle\langle n_\downarrow\rangle.$$
Then $\sinh\lambda\ne0$, so (s) is positive, and (q) puts the left side below $\tfrac14$. By (p), the right side is $\tfrac14$.

```lean
/-- For nonzero field coupling the mean of the product of the up and down densities is strictly
smaller than the product of their means. -/
theorem wick_fails_after_averaging (k l : ℝ) (hl : l ≠ 0) :
    mean k l (fun s => nUp k l s * nDn k l s) <
      mean k l (nUp k l) * mean k l (nDn k l) := by
  have hs : Real.sinh l ≠ 0 := fun h =>
    hl (Real.sinh_injective (by rw [h, Real.sinh_zero]))
  have hk := Real.cosh_pos k
  have hc := Real.cosh_pos l
  have hpos : 0 < mean k l (fun s => (nUp k l s - nDn k l s) ^ 2) := by
    rw [mean_moment_sq]
    positivity
  rw [mean_double_occupancy, (mean_density k l).1, (mean_density k l).2]
  linarith
```

### (u) The case of equality

Show that
$$\langle n_\uparrow n_\downarrow\rangle=\langle n_\uparrow\rangle\langle n_\downarrow\rangle\iff\lambda=0.$$
Equality with $\lambda\ne0$ would contradict (t). At $\lambda=0$ the moment in (s) vanishes, and both sides equal $\tfrac14$.

```lean
/-- The averaged product of densities factorises exactly when the field coupling vanishes. -/
theorem factorises_iff (k l : ℝ) :
    mean k l (fun s => nUp k l s * nDn k l s) =
      mean k l (nUp k l) * mean k l (nDn k l) ↔ l = 0 := by
  constructor
  · intro h
    by_contra hl
    exact (wick_fails_after_averaging k l hl).ne h
  · intro h
    rw [mean_double_occupancy, (mean_density k l).1, (mean_density k l).2, mean_moment_sq,
      h, Real.sinh_zero]
    norm_num

end

end DimerWickAveraging
```

```lean
#print axioms DimerWickAveraging.wick_fails_after_averaging
#print axioms DimerWickAveraging.factorises_iff
```

```
'DimerWickAveraging.wick_fails_after_averaging' depends on axioms: [propext, Classical.choice, Quot.sound]
'DimerWickAveraging.factorises_iff' depends on axioms: [propext, Classical.choice, Quot.sound]
```

## A Fock-space model and the density variance

The model could have started from operators and traces on the dimer's 16-dimensional Fock space. The determinant weight and the fixed-field product rule would then be results to prove instead of definitions.

The same argument also gives the variance of the up density over the fields. Since $n_\uparrow=\tfrac12+\tfrac12(n_\uparrow-n_\downarrow)$ and the mean difference is zero, that variance is $\tfrac14\langle(n_\uparrow-n_\downarrow)^2\rangle$, exactly the amount by which the averaged product falls below $\tfrac14$. This corollary is derived here by hand only.
